# Reciprocal mobility under Matthiessen's rule as a lattice term proportional to T^p plus an impurity term proportional to N/T^q

The mobility of charge carriers is modelled as limited by two scattering mechanisms: the lattice alone would give a·T^(−p), and impurities of density N alone would give b·T^q/N. Matthiessen's rule, taken here as the definition of the total mobility, adds the reciprocals of these two. The theorem states that for T > 0 the reciprocal of the total mobility is T^p/a + N/(b·T^q), with real exponents p and q; the physical domain also has a, b and N positive, though the theorem assumes only T > 0. The attempt unfolds the definitions, rewrites T^(−p) as the inverse of T^p, simplifies reciprocals and leaves the remaining algebra to `ring`.

As first written in Lean, the proof fails:

```lean
import Mathlib

open Set

namespace OneDivMobility

noncomputable section

variable {a b N p q T : ℝ}

/-- Mobility `a T^(-p)` limited by lattice scattering alone, for temperatures `T > 0`. -/
def latticeMobility (a p T : ℝ) : ℝ := a * T ^ (-p)

/-- Mobility `b T^q / N` limited by impurities of density `N ≠ 0` alone, for `T > 0`. -/
def impurityMobility (b q N T : ℝ) : ℝ := b * T ^ q / N

/-- Matthiessen's rule: the reciprocals of the two partial mobilities add up to the reciprocal
of the total mobility. The domain is `a, b, N, T > 0`. -/
def mobility (a b N p q T : ℝ) : ℝ :=
  (1 / latticeMobility a p T + 1 / impurityMobility b q N T)⁻¹

/-- At `T > 0` the reciprocal mobility is `T^p / a + N / (b T^q)`. -/
theorem one_div_mobility (hT : 0 < T) :
    1 / mobility a b N p q T = T ^ p / a + N / (b * T ^ q) := by
  unfold mobility latticeMobility impurityMobility
  rw [Real.rpow_neg hT.le]
  simp only [one_div, inv_inv]
  ring

end

end OneDivMobility
```

The error:

```
Try this:
  [apply] ring_nf
  
  The `ring` tactic failed to close the goal. Use `ring_nf` to obtain a normal form.
    
  Note that `ring` works primarily in *commutative* rings. If you have a noncommutative ring, abelian group or module, consider using `noncomm_ring`, `abel` or `module` instead.
Main.lean:24:62: error: unsolved goals
a b N p q T : ℝ
hT : 0 < T
⊢ a⁻¹ * (T ^ p)⁻¹⁻¹ + b⁻¹ * (T ^ q)⁻¹ * N⁻¹⁻¹ = T ^ p * a⁻¹ + N * b⁻¹ * (T ^ q)⁻¹
```

Diagnosis. The first message says that `ring` did not close the goal and suggests `ring_nf` for obtaining a normal form. The error shows what was left: the two sides differ only in that the left has `(T ^ p)⁻¹⁻¹` and `N⁻¹⁻¹` where the right has `T ^ p` and `N`.

The original `simp only` did include `inv_inv`, but it could cancel only the outer pair of inverses. The other pairs were not yet adjacent: `(T ^ p)⁻¹` sat inside an inverted product, and `N` was the denominator of an inverted quotient. `ring` then distributed the inverses over the products, which brought the pairs together, but did not cancel them.

In the repair, `div_eq_mul_inv` turns division into multiplication by an inverse and `mul_inv` distributes inverses over products, so `inv_inv` can cancel every double inverse before `ring` runs. `one_div` is no longer needed, since `div_eq_mul_inv` also covers `1 / x`; the factors of 1 it leaves are harmless to `ring`.

The change, after which it compiles:

```diff
@@ -25,5 +25,5 @@
   unfold mobility latticeMobility impurityMobility
   rw [Real.rpow_neg hT.le]
-  simp only [one_div, inv_inv]
+  simp only [div_eq_mul_inv, mul_inv, inv_inv]
   ring
 
```
